# Bopp operators of the Moyal product on $\mathbb{C}[q,p]$ and their commutators

## Physical setting

The Moyal product is a series in derivatives, so a formal statement must first fix the functions on which the series has a meaning. Here the observables are complex polynomials in one position $q$ and one momentum $p$, for which the series terminates. With $\kappa = i\hbar/2$,
$$f\star g=\sum_{a,b\ge 0}\frac{(-1)^b\kappa^{a+b}}{a!\,b!}\,(\partial_p^b\partial_q^a f)(\partial_p^a\partial_q^b g),$$
the expanded form of $f\exp[\kappa(\overleftarrow{\partial_q}\overrightarrow{\partial_p}-\overleftarrow{\partial_p}\overrightarrow{\partial_q})]g$. In phase-space quantum mechanics, star multiplication of a symbol $f$ by $q$ or $p$ from the left or right represents multiplying the corresponding operator by $\hat q$ or $\hat p$ on that side; the result gives the algebra of these four actions for one degree of freedom and polynomial symbols.

## Statement

Define the Bopp operators $L_Q=q+\kappa\partial_p$, $L_P=p-\kappa\partial_q$, $R_Q=q-\kappa\partial_p$, $R_P=p+\kappa\partial_q$, and $[A,B]=AB-BA$. For every real $\hbar$ and every polynomial $f$,
$$q\star f=L_Qf,\quad p\star f=L_Pf,\quad f\star q=R_Qf,\quad f\star p=R_Pf,$$
$$[L_Q,L_P]=i\hbar,\qquad [R_Q,R_P]=-i\hbar,$$
and $[L_Q,R_Q]$, $[L_Q,R_P]$, $[L_P,R_Q]$, $[L_P,R_P]$ all vanish. In star products: $q\star(p\star f)-p\star(q\star f)=i\hbar f$, $(f\star p)\star q-(f\star q)\star p=-i\hbar f$, and $x\star(f\star y)=(x\star f)\star y$ for $x,y\in\{q,p\}$.

## Derivation

Let $u$ be a polynomial with $\partial_q^2u=\partial_p\partial_qu=\partial_p^2u=0$. Every term with $a+b\ge2$ then vanishes in $u\star f$ and in $f\star u$. In $u\star f$ the terms $(a,b)=(0,0),(1,0),(0,1)$ are $uf$, $\kappa\,\partial_qu\,\partial_pf$ and $-\kappa\,\partial_pu\,\partial_qf$. With the Poisson bracket $\{f,g\}=\partial_qf\,\partial_pg-\partial_pf\,\partial_qg$,
$$u\star f=uf+\kappa\{u,f\},\qquad f\star u=fu+\kappa\{f,u\}.$$
Since $\{q,f\}=\partial_pf$, $\{p,f\}=-\partial_qf$ and $\{f,u\}=-\{u,f\}$, the four product formulas follow.

For the commutators put $A_s=q+s\kappa\partial_p$ and $B_t=p-t\kappa\partial_q$ with signs $s,t=\pm1$, where $+1$ gives the left operator and $-1$ the right one. The product rule gives
$$A_sB_tf=qpf-t\kappa\,q\partial_qf+s\kappa(f+p\,\partial_pf)-st\kappa^2\partial_p\partial_qf,$$
$$B_tA_sf=pqf+s\kappa\,p\,\partial_pf-t\kappa(f+q\,\partial_qf)-st\kappa^2\partial_q\partial_pf.$$
Because $\partial_q\partial_p=\partial_p\partial_q$, the difference is $[A_s,B_t]f=(s+t)\kappa f$. This is $2\kappa f=i\hbar f$ for two left operators, $-i\hbar f$ for two right ones, and zero for the mixed pairs. Finally $\partial_p(qf)=q\,\partial_pf$, so $L_QR_Qf$ and $R_QL_Qf$ both equal $q^2f-\kappa^2\partial_p^2f$; likewise $L_PR_Pf=R_PL_Pf=p^2f-\kappa^2\partial_q^2f$.

As an instance take $\hbar=2$, so $\kappa=i$, and $f=qp$. Then $p\star f=qp^2-ip$ and $q\star f=q^2p+iq$, hence
$$q\star(p\star f)=q^2p^2-iqp+i(2qp-i)=q^2p^2+iqp+1,$$
$$p\star(q\star f)=q^2p^2+iqp-i(2qp+i)=q^2p^2-iqp+1.$$
The difference is $2i\,qp=i\hbar f$.

The same truncation gives a neighbouring result: subtracting and adding the two first-order formulas yields $u\star f-f\star u=i\hbar\{u,f\}$ and $u\star f+f\star u=2uf$ for every such $u$. This is `moyal_bracket_first_order`.

## What the formal version assumes

`Obs` is `MvPolynomial (Fin 2) ℂ`, with `q` the variable `X 0` and `p` the variable `X 1`. The derivatives `dq`, `dp` and the operators `LQ`, `LP`, `RQ`, `RP` belong to `Module.End ℂ Obs`, the linear maps of `Obs` to itself, where the product is composition and `1` is the identity. In `moyalTerm` the pair `n` is $(a,b)$, with `n.1` for $a$ and `n.2` for $b$. The expanded series is the definition of `moyal`, and its signs fix the convention $q\star p-p\star q=+i\hbar$. The parameter `hbar` is any real number, zero and negative values included. The sum `∑ᶠ` would return zero on infinitely many nonzero terms, and `moyal_series_finite` shows that this case never occurs.

In `comm (RQ hbar) (RP hbar)` the product $R_QR_P$ applies $R_P$ first, so it sends $f$ to $(f\star p)\star q$; this is the ordering in `moyal_ccr`. Associativity is proved only in the form $x\star(f\star y)=(x\star f)\star y$ with $x,y\in\{q,p\}$. The file contains no Hilbert space and no Weyl map, so the operator reading given above is an interpretation and not one of its theorems. Non-polynomial symbols, such as Wigner functions of normalisable states, are not elements of `Obs`.

## The file

In Lean 4 with Mathlib:

```lean
import Mathlib

open MvPolynomial Complex

namespace MoyalBopp

noncomputable section

/-- Polynomial observables `ℂ[q,p]` on a two-dimensional phase space. -/
abbrev Obs := MvPolynomial (Fin 2) ℂ

/-- The position coordinate. -/
def q : Obs := X 0

/-- The momentum coordinate. -/
def p : Obs := X 1

/-- The operator `∂/∂q`. -/
def dq : Module.End ℂ Obs := (pderiv (0 : Fin 2) : Derivation ℂ Obs Obs).toLinearMap

/-- The operator `∂/∂p`. -/
def dp : Module.End ℂ Obs := (pderiv (1 : Fin 2) : Derivation ℂ Obs Obs).toLinearMap

/-- The expansion parameter `iħ/2`. -/
def κ (hbar : ℝ) : ℂ := I * hbar / 2

/-- The Poisson bracket `{f,g} = ∂q f ∂p g - ∂p f ∂q g`. -/
def poisson (f g : Obs) : Obs := dq f * dp g - dp f * dq g

/-- The `(a,b)` term `(-1)^b (iħ/2)^(a+b) / (a! b!) (∂p^b ∂q^a f) (∂p^a ∂q^b g)`
of the Moyal series. -/
def moyalTerm (hbar : ℝ) (f g : Obs) (n : ℕ × ℕ) : Obs :=
  ((-1) ^ n.2 * κ hbar ^ (n.1 + n.2) / ((n.1.factorial : ℂ) * (n.2.factorial : ℂ))) •
    ((dp ^ n.2) ((dq ^ n.1) f) * (dp ^ n.1) ((dq ^ n.2) g))

/-- The Moyal product `f ⋆ g`, the sum of all terms of the Moyal series. -/
def moyal (hbar : ℝ) (f g : Obs) : Obs := ∑ᶠ n : ℕ × ℕ, moyalTerm hbar f g n

/-- The left Bopp operator `q + (iħ/2) ∂p`. -/
def LQ (hbar : ℝ) : Module.End ℂ Obs := LinearMap.mulLeft ℂ q + κ hbar • dp

/-- The left Bopp operator `p - (iħ/2) ∂q`. -/
def LP (hbar : ℝ) : Module.End ℂ Obs := LinearMap.mulLeft ℂ p - κ hbar • dq

/-- The right Bopp operator `q - (iħ/2) ∂p`. -/
def RQ (hbar : ℝ) : Module.End ℂ Obs := LinearMap.mulLeft ℂ q - κ hbar • dp

/-- The right Bopp operator `p + (iħ/2) ∂q`. -/
def RP (hbar : ℝ) : Module.End ℂ Obs := LinearMap.mulLeft ℂ p + κ hbar • dq

/-- The commutator `[A,B] = AB - BA` of operators on observables. -/
def comm (A B : Module.End ℂ Obs) : Module.End ℂ Obs := A * B - B * A

/-- Derivatives of the coordinates and of constants, and the product rule. -/
theorem deriv_rules : dq q = 1 ∧ dq p = 0 ∧ dp q = 0 ∧ dp p = 1 ∧
    (∀ a : ℂ, dq (C a) = 0) ∧ (∀ a : ℂ, dp (C a) = 0) ∧
    (∀ f g, dq (f * g) = dq f * g + f * dq g) ∧ (∀ f g, dp (f * g) = dp f * g + f * dp g) := by
  refine ⟨?_, ?_, ?_, ?_, fun a => ?_, fun a => ?_, fun f g => ?_, fun f g => ?_⟩
  · show pderiv (0 : Fin 2) (X 0 : Obs) = 1
    exact pderiv_X_self _
  · show pderiv (0 : Fin 2) (X 1 : Obs) = 0
    exact pderiv_X_of_ne (by decide)
  · show pderiv (1 : Fin 2) (X 0 : Obs) = 0
    exact pderiv_X_of_ne (by decide)
  · show pderiv (1 : Fin 2) (X 1 : Obs) = 1
    exact pderiv_X_self _
  · show pderiv (0 : Fin 2) (C a : Obs) = 0
    exact pderiv_C
  · show pderiv (1 : Fin 2) (C a : Obs) = 0
    exact pderiv_C
  · show pderiv (0 : Fin 2) (f * g) = pderiv (0 : Fin 2) f * g + f * pderiv (0 : Fin 2) g
    exact pderiv_mul
  · show pderiv (1 : Fin 2) (f * g) = pderiv (1 : Fin 2) f * g + f * pderiv (1 : Fin 2) g
    exact pderiv_mul

/-- The derivatives `∂q` and `∂p` commute. -/
theorem dq_dp_comm (f : Obs) : dq (dp f) = dp (dq f) := by
  obtain ⟨h1, h2, h3, h4, c1, c2, l1, l2⟩ := deriv_rules
  induction f using MvPolynomial.induction_on with
  | C a => rw [c1, c2, map_zero, map_zero]
  | add f g hf hg => simp only [map_add, hf, hg]
  | mul_X f n hf =>
    have hX : (X n : Obs) = q ∨ (X n : Obs) = p := by
      fin_cases n
      exacts [Or.inl rfl, Or.inr rfl]
    rcases hX with h | h <;> rw [h] <;>
      simp only [l1, l2, h1, h2, h3, h4, map_add, mul_zero, mul_one, add_zero, hf]

/-- For polynomial observables only finitely many terms of the Moyal series are nonzero. -/
theorem moyal_series_finite (hbar : ℝ) (f g : Obs) :
    (Function.support (moyalTerm hbar f g)).Finite := by
  -- each `∂q` lowers the power of `q` in a monomial
  have mono : ∀ (n : ℕ) (s : Fin 2 →₀ ℕ) (a : ℂ), s 0 < n → (dq ^ n) (monomial s a) = 0 := by
    intro n
    induction n with
    | zero => intro s a h; omega
    | succ n ih =>
      intro s a h
      have hd : dq (monomial s a) = monomial (s - Finsupp.single 0 1) (a * s 0) := by
        show pderiv (0 : Fin 2) (monomial s a : Obs) = _
        exact pderiv_monomial
      rw [pow_succ, Module.End.mul_apply, hd]
      by_cases h0 : s 0 = 0
      · simp [h0]
      · apply ih
        simp only [Finsupp.coe_tsub, Pi.sub_apply, Finsupp.single_eq_same]
        omega
  have nil : ∀ u : Obs, ∃ N : ℕ, ∀ n, N ≤ n → (dq ^ n) u = 0 := by
    intro u
    induction u using MvPolynomial.induction_on' with
    | monomial s a => exact ⟨s 0 + 1, fun n hn => mono n s a (by omega)⟩
    | add u v hu hv =>
      obtain ⟨N, hN⟩ := hu
      obtain ⟨M, hM⟩ := hv
      exact ⟨N + M, fun n hn => by rw [map_add, hN n (by omega), hM n (by omega), add_zero]⟩
  obtain ⟨N, hN⟩ := nil f
  obtain ⟨M, hM⟩ := nil g
  refine (Finset.finite_toSet (Finset.range N ×ˢ Finset.range M)).subset ?_
  rintro ⟨a, b⟩ hab
  simp only [Finset.mem_coe, Finset.mem_product, Finset.mem_range]
  constructor
  · by_contra h
    exact hab (by simp only [moyalTerm, hN a (by omega), map_zero, zero_mul, smul_zero])
  · by_contra h
    exact hab (by simp only [moyalTerm, hM b (by omega), map_zero, mul_zero, smul_zero])

/-- If the second derivatives of `u` vanish, then `u ⋆ f = u f + (iħ/2){u,f}` and
`f ⋆ u = f u + (iħ/2){f,u}`. -/
theorem moyal_first_order (hbar : ℝ) (u f : Obs)
    (hqq : dq (dq u) = 0) (hpq : dp (dq u) = 0) (hpp : dp (dp u) = 0) :
    moyal hbar u f = u * f + κ hbar • poisson u f ∧
      moyal hbar f u = f * u + κ hbar • poisson f u := by
  have van : ∀ a b : ℕ, 2 ≤ a + b → (dp ^ b) ((dq ^ a) u) = 0 := by
    intro a b h
    rcases a with _ | _ | a
    · obtain ⟨k, rfl⟩ : ∃ k, b = k + 2 := ⟨b - 2, by omega⟩
      simp [pow_succ, hpp]
    · obtain ⟨k, rfl⟩ : ∃ k, b = k + 1 := ⟨b - 1, by omega⟩
      simp [pow_succ, hpq]
    · simp [pow_succ, hqq]
  -- only the orders zero and one survive
  have key : ∀ v w : Obs, (∀ a b : ℕ, 2 ≤ a + b → moyalTerm hbar v w (a, b) = 0) →
      moyal hbar v w = v * w + κ hbar • poisson v w := by
    intro v w h
    have hs : Function.support (moyalTerm hbar v w) ⊆
        (({(0, 0), (1, 0), (0, 1)} : Finset (ℕ × ℕ)) : Set (ℕ × ℕ)) := by
      rintro ⟨a, b⟩ hab
      by_contra hn
      simp only [Finset.coe_insert, Finset.coe_singleton, Set.mem_insert_iff,
        Set.mem_singleton_iff, Prod.mk.injEq] at hn
      exact hab (h a b (by omega))
    have h00 : moyalTerm hbar v w (0, 0) = v * w := by simp [moyalTerm]
    have h10 : moyalTerm hbar v w (1, 0) = κ hbar • (dq v * dp w) := by simp [moyalTerm]
    have h01 : moyalTerm hbar v w (0, 1) = -(κ hbar • (dp v * dq w)) := by simp [moyalTerm]
    rw [moyal, finsum_eq_sum_of_support_subset _ hs, Finset.sum_insert (by decide),
      Finset.sum_insert (by decide), Finset.sum_singleton, h00, h10, h01, poisson, smul_sub]
    abel
  exact ⟨key u f fun a b h => by simp only [moyalTerm, van a b h, zero_mul, smul_zero],
    key f u fun a b h => by simp only [moyalTerm, van b a (by omega), mul_zero, smul_zero]⟩

/-- If the second derivatives of `u` vanish, then `u ⋆ f - f ⋆ u = iħ{u,f}` and
`u ⋆ f + f ⋆ u = 2 u f`. -/
theorem moyal_bracket_first_order (hbar : ℝ) (u f : Obs)
    (hqq : dq (dq u) = 0) (hpq : dp (dq u) = 0) (hpp : dp (dp u) = 0) :
    moyal hbar u f - moyal hbar f u = (I * hbar) • poisson u f ∧
      moyal hbar u f + moyal hbar f u = 2 * (u * f) := by
  obtain ⟨h1, h2⟩ := moyal_first_order hbar u f hqq hpq hpp
  have hk : I * hbar = κ hbar + κ hbar := by unfold κ; ring
  rw [h1, h2, hk, add_smul]
  constructor <;> simp only [poisson, smul_eq_C_mul] <;> ring

/-- Star products with the coordinates: `q ⋆ f = q f + (iħ/2) ∂p f`,
`p ⋆ f = p f - (iħ/2) ∂q f`, and the opposite signs for `f ⋆ q` and `f ⋆ p`. -/
theorem moyal_coordinates (hbar : ℝ) (f : Obs) :
    moyal hbar q f = q * f + κ hbar • dp f ∧ moyal hbar p f = p * f - κ hbar • dq f ∧
      moyal hbar f q = q * f - κ hbar • dp f ∧ moyal hbar f p = p * f + κ hbar • dq f := by
  obtain ⟨h1, h2, h3, h4, c1, c2, -, -⟩ := deriv_rules
  have o1 : dq 1 = 0 := by rw [← C_1]; exact c1 1
  have o2 : dp 1 = 0 := by rw [← C_1]; exact c2 1
  obtain ⟨a1, a2⟩ := moyal_first_order hbar q f (by rw [h1, o1]) (by rw [h1, o2])
    (by rw [h3, map_zero])
  obtain ⟨b1, b2⟩ := moyal_first_order hbar p f (by rw [h2, map_zero]) (by rw [h2, map_zero])
    (by rw [h4, o2])
  rw [a1, a2, b1, b2]
  refine ⟨?_, ?_, ?_, ?_⟩ <;> simp only [poisson, h1, h2, h3, h4, smul_eq_C_mul] <;> ring

/-- Left and right star multiplication by `q` and `p` act as the four Bopp operators. -/
theorem moyal_eq_bopp (hbar : ℝ) :
    (∀ f, moyal hbar q f = LQ hbar f) ∧ (∀ f, moyal hbar p f = LP hbar f) ∧
      (∀ f, moyal hbar f q = RQ hbar f) ∧ (∀ f, moyal hbar f p = RP hbar f) :=
  ⟨fun f => (moyal_coordinates hbar f).1, fun f => (moyal_coordinates hbar f).2.1,
    fun f => (moyal_coordinates hbar f).2.2.1, fun f => (moyal_coordinates hbar f).2.2.2⟩

/-- The left Bopp operators have commutator `iħ`, the right ones `-iħ`, and each left
operator commutes with each right operator. -/
theorem bopp_commutators (hbar : ℝ) :
    comm (LQ hbar) (LP hbar) = (I * hbar) • (1 : Module.End ℂ Obs) ∧
    comm (RQ hbar) (RP hbar) = -((I * hbar) • (1 : Module.End ℂ Obs)) ∧
    comm (LQ hbar) (RQ hbar) = 0 ∧ comm (LQ hbar) (RP hbar) = 0 ∧
    comm (LP hbar) (RQ hbar) = 0 ∧ comm (LP hbar) (RP hbar) = 0 := by
  obtain ⟨h1, h2, h3, h4, -, -, l1, l2⟩ := deriv_rules
  have hk : I * hbar = κ hbar + κ hbar := by unfold κ; ring
  rw [hk, add_smul]
  -- product rule; the second-derivative terms cancel since `∂q` and `∂p` commute
  refine ⟨?_, ?_, ?_, ?_, ?_, ?_⟩ <;> refine LinearMap.ext fun f => ?_ <;>
    simp only [comm, LQ, LP, RQ, RP, Module.End.mul_apply, Module.End.one_apply,
      LinearMap.sub_apply, LinearMap.add_apply, LinearMap.smul_apply, LinearMap.neg_apply,
      LinearMap.zero_apply, LinearMap.mulLeft_apply, map_add, map_sub, map_smul,
      l1, l2, h1, h2, h3, h4, dq_dp_comm] <;>
    simp only [smul_eq_C_mul] <;> ring

/-- In terms of star products: `q⋆(p⋆f) - p⋆(q⋆f) = iħ f`, `(f⋆p)⋆q - (f⋆q)⋆p = -iħ f`, and
`x⋆(f⋆y) = (x⋆f)⋆y` for `x, y` among `q, p`. -/
theorem moyal_ccr (hbar : ℝ) (f : Obs) :
    moyal hbar q (moyal hbar p f) - moyal hbar p (moyal hbar q f) = (I * hbar) • f ∧
    moyal hbar (moyal hbar f p) q - moyal hbar (moyal hbar f q) p = -((I * hbar) • f) ∧
    ∀ x y, (x = q ∨ x = p) → (y = q ∨ y = p) →
      moyal hbar x (moyal hbar f y) = moyal hbar (moyal hbar x f) y := by
  obtain ⟨e1, e2, e3, e4⟩ := moyal_eq_bopp hbar
  obtain ⟨h1, h2, h3, h4, h5, h6⟩ := bopp_commutators hbar
  have gen : ∀ A B : Module.End ℂ Obs, A (B f) - B (A f) = comm A B f := fun _ _ => rfl
  refine ⟨?_, ?_, fun x y hx hy => ?_⟩
  · simp only [e1, e2]
    rw [gen, h1, LinearMap.smul_apply, Module.End.one_apply]
  · simp only [e3, e4]
    rw [gen, h2, LinearMap.neg_apply, LinearMap.smul_apply, Module.End.one_apply]
  · rcases hx with hx | hx <;> rcases hy with hy | hy <;> rw [hx, hy] <;>
      simp only [e1, e2, e3, e4] <;> rw [← sub_eq_zero, gen] <;>
      simp only [h3, h4, h5, h6, LinearMap.zero_apply]

end

end MoyalBopp
```

```lean
#print axioms MoyalBopp.moyal_series_finite
#print axioms MoyalBopp.moyal_bracket_first_order
#print axioms MoyalBopp.bopp_commutators
#print axioms MoyalBopp.moyal_ccr
```

```
'MoyalBopp.moyal_series_finite' depends on axioms: [propext, Classical.choice, Quot.sound]
'MoyalBopp.moyal_bracket_first_order' depends on axioms: [propext, Classical.choice, Quot.sound]
'MoyalBopp.bopp_commutators' depends on axioms: [propext, Classical.choice, Quot.sound]
'MoyalBopp.moyal_ccr' depends on axioms: [propext, Classical.choice, Quot.sound]
```

## Notes on the proof

`deriv_rules` collects the derivatives of $q$, $p$ and constants and the product rule. `dq_dp_comm` proves $\partial_q\partial_pf=\partial_p\partial_qf$ by induction over constants, sums and multiplication by a variable.

In `moyal_series_finite`, `mono` shows that $\partial_q^n$ kills a monomial whose power of $q$ is below $n$, and `nil` extends this to sums. If $\partial_q^af=0$ for $a\ge N$ and $\partial_q^bg=0$ for $b\ge M$, the nonzero terms lie in the rectangle $a<N$, $b<M$; only $\partial_q$ is needed, because it acts first in both factors.

In `moyal_first_order`, `van` states $\partial_p^b\partial_q^au=0$ for $a+b\ge2$, by the cases $a=0$, $a=1$, $a\ge2$, which use `hpp`, `hpq`, `hqq` in turn. The step `key` restricts the sum to three indices and evaluates them as `h00`, `h10`, `h01`. For $f\star u$ the roles of $a$ and $b$ are exchanged, hence `van b a`. `moyal_coordinates` checks the three hypotheses for $q$ and $p$ and evaluates the brackets, and `moyal_eq_bopp` restates the four formulas with the operators.

`bopp_commutators` writes $i\hbar=\kappa+\kappa$ in `hk` and treats the six commutators separately, without the signs $s,t$. Each is applied to an arbitrary $f$, expanded by the product rules `l1`, `l2` and `dq_dp_comm` as in the displayed lines for $A_sB_tf$ and $B_tA_sf$, and closed by `ring`. `moyal_ccr` replaces star products by Bopp operators, recognises $A(Bf)-B(Af)$ as a commutator through `gen`, and inserts the six values.
